# No fixed signs turn every 3 × 3 permanent into a determinant

Q: My program computes transition amplitudes for three non-interacting bosons. It fills a 3 by 3 matrix $A$ of single-particle amplitudes and then evaluates the permanent itself. It doesn't flip a fixed set of signs and call the determinant routine I use for fermions. You say that this shortcut fails for every choice of signs. What is the argument, before any Lean?

A: Let $A_{ij}$ be the amplitude for a particle to go from mode $j$ to mode $i$, with $i,j\in\{0,1,2\}$. With one boson in each input mode and one in each output mode, the amplitude is

$$\operatorname{perm}A=\sum_\sigma\prod_i A_{\sigma(i)\,i},$$

where $\sigma$ runs over the permutations of the indices. Fermions give the same sum with a factor $\operatorname{sgn}\sigma$ in each term, which is $\det A$. Now multiply each entry by a fixed weight $e_{ij}$:

$$\det(e_{ij}A_{ij})=\sum_\sigma \operatorname{sgn}\sigma\Big(\prod_i e_{\sigma(i)\,i}\Big)\prod_i A_{\sigma(i)\,i}.$$

Suppose this equals $\operatorname{perm}A$ for every $A$. Choose $A_{ij}=1$ if $i=\sigma(j)$ and $0$ otherwise. Only the term of that one $\sigma$ survives, so $1=\operatorname{sgn}\sigma\prod_i e_{\sigma(i)\,i}$. Since the sign squares to one, $\prod_i e_{\sigma(i)\,i}=\operatorname{sgn}\sigma$. The three even permutations give

$$e_{00}e_{11}e_{22}=e_{10}e_{21}e_{02}=e_{20}e_{01}e_{12}=1,$$

and the three odd ones give

$$e_{10}e_{01}e_{22}=e_{00}e_{21}e_{12}=e_{20}e_{11}e_{02}=-1.$$

Multiply the three even products together: each of the nine weights appears once, and the result is $1$. Multiply the three odd products: again each weight appears once, but the result is $-1$. Hence $1=-1$, a contradiction.

Q: You never used that the weights are signs.

A: No, so complex phases or any other fixed numbers fail too. More particles don't help either. Let the permutations move three particles and leave the others in place. The others contribute the same factor $c$, the product of their diagonal weights, to all six conditions. Each triple product then acquires $c^3$, and the contradiction stands.

Q: Then show me what the formal version means by "convert". I suspect that the physics gets lost there.

A: These are the setting and the definition.

```lean
import Mathlib

open Matrix Equiv

namespace BosonFermionSignConversion

variable {n R : Type*} [Fintype n] [DecidableEq n] [CommRing R]

/-- The fixed weights `e` convert bosonic amplitudes into fermionic ones: the permanent of every
amplitude matrix `A` is the determinant of the matrix with entries `e i j * A i j`. -/
def Converts (e : Matrix n n R) : Prop :=
  ∀ A : Matrix n n R, A.permanent = (e ⊙ A).det
```

The finite type `n` labels the particles, or equally the occupied modes, and `R` is the commutative ring in which amplitudes live, for instance the real or complex numbers. The symbol `⊙` is the entrywise product. In `Converts e` the weights come first and "for every `A`" comes after, so `e` may not be adjusted to the matrix at hand.

There are two negative statements. `no_conversion` says that if `n` has at least three elements and `R` has characteristic zero, then no `e` satisfies `Converts e`. `no_sign_conversion_three` is your case: there is no real 3 by 3 matrix with all entries $1$ or $-1$ for which the identity holds for every real `A`.

Q: "Every `A`" is generous. My amplitude matrices come from a unitary evolution. Perhaps the counterexamples are unphysical.

A: The theorems do quantify over all matrices. The derivation, however, tests only permutation matrices, and those are unitary: each sends every particle to a definite mode.

Q: And what is left out?

A: Interactions, and the normalisation factors needed when a mode holds several bosons. The statement also concerns only fixed entrywise weights on a matrix of the same size. Weights that depend on $A$, larger determinants and the computational cost of permanents are different questions.

Q: Fine. How does the proof begin?

A: With the test matrices.

```lean
/-- The amplitude matrix in which a particle in mode `j` goes to mode `σ j` with amplitude one. -/
def pathway (σ : Perm n) : Matrix n n R :=
  Matrix.of fun i j => if i = σ j then 1 else 0

/-- The matrix `pathway σ` gives amplitude one to the permutation `σ` and zero to all others. -/
theorem prod_pathway (σ τ : Perm n) :
    ∏ i, (pathway σ : Matrix n n R) (τ i) i = if τ = σ then 1 else 0 := by
  by_cases h : τ = σ
  · subst h
    simp [pathway]
  · obtain ⟨i, hi⟩ := not_forall.mp (fun hc => h (Equiv.ext hc))
    rw [if_neg h]
    exact Finset.prod_eq_zero (Finset.mem_univ i) (by simp [pathway, hi])
```

`prod_pathway` says that the product of the entries of `pathway σ` along a permutation `τ` is one if `τ = σ` and zero otherwise. If the two differ, they differ at some `i`, and that factor vanishes.

Next come the expansion of the weighted determinant and the fact that a sign squares to one.

```lean
/-- The weighted determinant is a sum over permutations, each with its fermionic sign, the product
of its weights and the product of its amplitudes. -/
theorem det_weighted (e A : Matrix n n R) :
    (e ⊙ A).det = ∑ σ : Perm n,
      (((Perm.sign σ : ℤ) : R) * ∏ i, e (σ i) i) * ∏ i, A (σ i) i := by
  rw [Matrix.det_apply']
  refine Finset.sum_congr rfl fun σ _ => ?_
  simp only [Matrix.hadamard_apply, Finset.prod_mul_distrib, mul_assoc]

/-- The sign of a permutation squares to one. -/
theorem sign_mul_sign (σ : Perm n) :
    ((Perm.sign σ : ℤ) : R) * ((Perm.sign σ : ℤ) : R) = 1 := by
  rcases Int.units_eq_one_or (Perm.sign σ) with h | h <;> simp [h]
```

Together they give the criterion on the weights.

```lean
/-- Weights convert permanents into determinants exactly when their product along every
permutation equals the sign of that permutation. -/
theorem converts_iff (e : Matrix n n R) :
    Converts e ↔ ∀ σ : Perm n, ∏ i, e (σ i) i = ((Perm.sign σ : ℤ) : R) := by
  constructor
  · intro h σ
    -- test the identity on the single pathway σ
    have h1 := h (pathway σ)
    rw [det_weighted, Matrix.permanent] at h1
    simp only [prod_pathway, mul_ite, mul_one, mul_zero, Finset.sum_ite_eq',
      Finset.mem_univ, if_true] at h1
    have hs := sign_mul_sign (R := R) σ
    linear_combination (-((Perm.sign σ : ℤ) : R)) * h1 - (∏ i, e (σ i) i) * hs
  · intro h A
    rw [det_weighted, Matrix.permanent]
    refine Finset.sum_congr rfl fun σ _ => ?_
    rw [h σ, sign_mul_sign, one_mul]
```

In the forward direction, `h1` is the assumed identity at `pathway σ`. After `simp only` collapses both sums it reads $1=\operatorname{sgn}\sigma\prod_i e_{\sigma(i)\,i}$, and `linear_combination` multiplies by the sign to isolate the product. The backward direction compares the two sums term by term: weight product and sign multiply to one.

Q: So the physics is now six equations for nine weights. Where do they clash?

A: Here.

```lean
/-- In characteristic zero, no weights `f` for three particles and common factor `c` reproduce the
signs of all six permutations. -/
theorem three_particle_obstruction [CharZero R] (f : Matrix (Fin 3) (Fin 3) R) (c : R) :
    ¬ ∀ τ : Perm (Fin 3), (∏ i, f (τ i) i) * c = ((Perm.sign τ : ℤ) : R) := by
  intro h
  have key : ∀ (τ : Perm (Fin 3)) (a b d : Fin 3) (s : ℤ),
      (τ 0 = a ∧ τ 1 = b ∧ τ 2 = d ∧ (Perm.sign τ : ℤ) = s) →
      f a 0 * f b 1 * f d 2 * c = (s : R) := by
    rintro τ _ _ _ _ ⟨rfl, rfl, rfl, rfl⟩
    rw [← h τ, Fin.prod_univ_three]
  -- the three even permutations
  have p1 := key 1 0 1 2 1 (by decide +kernel)
  have p2 := key (swap 0 1 * swap 1 2) 1 2 0 1 (by decide +kernel)
  have p3 := key (swap 1 2 * swap 0 1) 2 0 1 1 (by decide +kernel)
  -- the three odd permutations
  have q1 := key (swap 0 1) 1 0 2 (-1) (by decide +kernel)
  have q2 := key (swap 1 2) 0 2 1 (-1) (by decide +kernel)
  have q3 := key (swap 0 2) 2 1 0 (-1) (by decide +kernel)
  -- both triples use every entry of f exactly once
  have h1 : (1 : R) = -1 := by
    calc (1 : R) = (f 0 0 * f 1 1 * f 2 2 * c) * (f 1 0 * f 2 1 * f 0 2 * c)
          * (f 2 0 * f 0 1 * f 1 2 * c) := by rw [p1, p2, p3]; norm_num
      _ = (f 1 0 * f 0 1 * f 2 2 * c) * (f 0 0 * f 2 1 * f 1 2 * c)
          * (f 2 0 * f 1 1 * f 0 2 * c) := by ring
      _ = -1 := by rw [q1, q2, q3]; norm_num
  have h2 : (2 : R) = 0 := by linear_combination h1
  exact two_ne_zero h2
```

The matrix `f` holds the weights of the three moving particles and `c` is the factor from the rest. The auxiliary statement `key` turns the condition for a permutation into an equation between explicit entries, once `decide` has checked where the permutation sends 0, 1 and 2 and what its sign is. The equations `p1` to `p3` are the even ones, `q1` to `q3` the odd ones. In the `calc` block, `ring` regroups the product of the even triple into that of the odd triple, which gives $1=-1$. Characteristic zero is needed only at the end, to rule out $2=0$.

Q: And the step to more than three particles?

A: It is a relabelling.

```lean
/-- In characteristic zero and for three or more particles, no fixed entrywise weights convert all
bosonic permanents into fermionic determinants. -/
theorem no_conversion [CharZero R] (hn : 3 ≤ Fintype.card n) (e : Matrix n n R) :
    ¬ Converts e := by
  intro h
  rw [converts_iff] at h
  -- single out three particles and leave the others in place
  obtain ⟨k, hk⟩ := Nat.exists_eq_add_of_le hn
  obtain ⟨g⟩ : Nonempty (Fin 3 ⊕ Fin k ≃ n) :=
    ⟨Fintype.equivOfCardEq (by simp [hk])⟩
  apply three_particle_obstruction
    (Matrix.of fun i j => e (g (Sum.inl i)) (g (Sum.inl j)))
    (∏ j, e (g (Sum.inr j)) (g (Sum.inr j)))
  intro τ
  have h1 := h (g.permCongr (Equiv.Perm.sumCongr τ 1))
  rw [Equiv.Perm.sign_permCongr, Equiv.Perm.sign_sumCongr, ← Equiv.prod_comp g,
    Fintype.prod_sum_type] at h1
  simpa [Equiv.permCongr_apply] using h1
```

The bijection `g` splits the labels into three movers and `k` spectators. `Equiv.Perm.sumCongr τ 1` permutes the movers by `τ` and fixes the spectators, so its sign is that of `τ`. The product over all particles splits into a mover part and a spectator part, which is the form that `three_particle_obstruction` forbids. For exactly three particles `k` is zero and the spectator factor is the empty product, one.

Your original question follows at once.

```lean
/-- No 3 by 3 matrix of signs satisfies perm(A) = det(e_ij A_ij) for every real 3 by 3
matrix A. -/
theorem no_sign_conversion_three :
    ¬ ∃ e : Matrix (Fin 3) (Fin 3) ℝ, (∀ i j, e i j = 1 ∨ e i j = -1) ∧
      ∀ A : Matrix (Fin 3) (Fin 3) ℝ,
        A.permanent = (Matrix.of fun i j => e i j * A i j).det := by
  rintro ⟨e, -, h⟩
  exact no_conversion (by simp) e h
```

The `-` in the `rintro` pattern discards the hypothesis that the entries are signs, since the general theorem doesn't need it.

Q: A no-go theorem makes me wonder whether the definition is simply impossible to satisfy. Is there a size at which conversion works?

A: Yes, two particles. There is one exchange term, and one sign change repairs it:

$$\det\begin{pmatrix}A_{00}&-A_{01}\\A_{10}&A_{11}\end{pmatrix}=A_{00}A_{11}+A_{01}A_{10}=\operatorname{perm}A.$$

```lean
/-- A 2 by 2 matrix of signs with one sign change. -/
def twoSigns : Matrix (Fin 2) (Fin 2) ℤ := !![1, -1; 1, 1]

/-- For two particles, the signs `twoSigns` convert every permanent into a determinant. -/
theorem two_particle_conversion : Converts (twoSigns.map (Int.cast : ℤ → R)) := by
  have z : ∀ σ : Perm (Fin 2), ∏ i, twoSigns (σ i) i = (Perm.sign σ : ℤ) := by
    decide +kernel
  rw [converts_iff]
  intro σ
  simp only [← z σ, Int.cast_prod, Matrix.map_apply]
```

The signs are stored as integers and mapped into `R`. `decide` checks the criterion for both permutations, and `converts_iff` does the rest. With a single particle there is nothing to exchange, and permanent and determinant are both $A_{00}$.

Q: So three is where it breaks. How badly? Would I have to give up most of my matrix to get the shortcut back?

A: One entry is enough. Suppose the amplitude $A_{02}$, from mode 2 to mode 0, vanishes. Then the two permutations with $\sigma(2)=0$ drop out of both sums, and only four conditions remain:

$$e_{00}e_{11}e_{22}=e_{20}e_{01}e_{12}=1,\qquad e_{10}e_{01}e_{22}=e_{00}e_{21}e_{12}=-1.$$

Taking $e_{01}=e_{12}=-1$ and all other weights $1$ satisfies all four.

```lean
/-- A 3 by 3 matrix of signs, negative just above the diagonal. -/
def threeSigns : Matrix (Fin 3) (Fin 3) ℤ := !![1, -1, 1; 1, 1, -1; 1, 1, 1]

/-- For three particles, the signs `threeSigns` convert the permanent into a determinant whenever
the single corner amplitude `A 0 2` vanishes. -/
theorem conversion_of_corner_eq_zero (A : Matrix (Fin 3) (Fin 3) R) (hA : A 0 2 = 0) :
    A.permanent = (threeSigns.map (Int.cast : ℤ → R) ⊙ A).det := by
  have z : ∀ σ : Perm (Fin 3), σ 2 ≠ 0 →
      ∏ i, threeSigns (σ i) i = (Perm.sign σ : ℤ) := by
    decide +kernel
  rw [det_weighted, Matrix.permanent]
  refine Finset.sum_congr rfl fun σ _ => ?_
  by_cases hσ : σ 2 = 0
  · -- permutations through the corner do not contribute
    have h0 : ∏ i, A (σ i) i = 0 :=
      Finset.prod_eq_zero (Finset.mem_univ 2) (by rw [hσ, hA])
    rw [h0, mul_zero]
  · have h1 : ∏ i, (threeSigns.map (Int.cast : ℤ → R)) (σ i) i
        = ((Perm.sign σ : ℤ) : R) := by
      simp only [← z σ hσ, Int.cast_prod, Matrix.map_apply]
    rw [h1, sign_mul_sign, one_mul]

end BosonFermionSignConversion
```

The proof again compares the sums term by term. If `σ 2 = 0`, the amplitude product contains `A 0 2` and is zero, so the weights don't matter. Otherwise `z`, checked by `decide`, says that the product of the signs is the sign of the permutation, and the two terms agree.

Q: Then a chain of three modes with hopping only between neighbours would qualify, if $A$ is the hopping matrix itself?

A: The identity holds for it, because its corner entry is zero. But the hopping matrix is part of the Hamiltonian, not a matrix of transition amplitudes, so its permanent isn't the amplitude your program computes. The amplitude matrix after a finite evolution time generally has a nonzero corner, and then `threeSigns` comes with no such guarantee.

```lean
#print axioms BosonFermionSignConversion.no_sign_conversion_three
#print axioms BosonFermionSignConversion.two_particle_conversion
#print axioms BosonFermionSignConversion.conversion_of_corner_eq_zero
```

```
'BosonFermionSignConversion.no_sign_conversion_three' depends on axioms: [propext, Classical.choice, Quot.sound]
'BosonFermionSignConversion.two_particle_conversion' depends on axioms: [propext, Classical.choice, Quot.sound]
'BosonFermionSignConversion.conversion_of_corner_eq_zero' depends on axioms: [propext, Classical.choice, Quot.sound]
```
